# Dual numbers give exact derivatives of formulas in sums, products, exp, log and real powers where log and power arguments are positive

Q: You represent an energy expression as a tree of operations, not as a function from real numbers to real numbers. Why? My exchange energy density is a function of the density.

A: Because automatic differentiation works on the formula. A program sees "square this, multiply by that" and propagates a derivative through each operation. So I keep two things apart: the formula, and the real function it describes. The claim then connects them: evaluating the formula with dual numbers gives the derivative of the function.

Q: Show me the calculation first, without any Lean.

A: Adjoin a symbol $\varepsilon \neq 0$ with $\varepsilon^2 = 0$. Let $f$ be the function described by a formula, and suppose every argument of a logarithm or power in it is positive at $x$. The claim is that putting $x + v\varepsilon$ into the formula gives
$$f(x) + v f'(x)\,\varepsilon .$$
The number $v$ is called the seed. A constant $c$ gives $c + 0\,\varepsilon$, and the variable gives $x + v\varepsilon$, so both are right. If the claim holds for $f$ and $g$, it holds for their sum by adding parts. For the product,
$$(f + v f'\varepsilon)(g + v g'\varepsilon) = fg + v(f'g + fg')\,\varepsilon + v^2 f'g'\,\varepsilon^2,$$
and the last term is zero, which leaves the product rule.

For the exponential, the series of $e^{b\varepsilon}$ stops after two terms, so
$$e^{a+b\varepsilon} = e^a + e^a b\,\varepsilon .$$
For $a > 0$ the logarithm must undo this, which gives
$$\log(a+b\varepsilon) = \log a + \frac{b}{a}\,\varepsilon,$$
since $e^{\log a}(1 + (b/a)\varepsilon) = a + b\varepsilon$. A real power is $e^{p\log u}$, hence
$$(a+b\varepsilon)^p = a^p\left(1 + \frac{pb}{a}\varepsilon\right) = a^p + p\,a^{p-1} b\,\varepsilon .$$
With $a = f(x)$ and $b = v f'(x)$, the three $\varepsilon$-parts are $v$ times $e^f f'$, $f'/f$ and $p f^{p-1} f'$, as the chain rule requires.

Q: And in Lean, are those rules derived or put in?

A: Sums and products use Mathlib's ring `DualNumber ℝ`, where $\varepsilon^2 = 0$ is built in. The rules for exp, log and powers are definitions. In them `u.fst` is the real part and `u.snd` the $\varepsilon$-part.

```lean
import Mathlib

open TrivSqZeroExt

namespace DualNumberDifferentiation

noncomputable section

/-- The dual number `a + b ε`, where `ε * ε = 0`. -/
def dual (a b : ℝ) : DualNumber ℝ := inl a + b • DualNumber.eps

/-- Exponential rule: `exp (a + b ε) = exp a + (exp a) b ε`. -/
def dexp (u : DualNumber ℝ) : DualNumber ℝ :=
  dual (Real.exp u.fst) (Real.exp u.fst * u.snd)

/-- Logarithm rule, for positive real part `a`: `log (a + b ε) = log a + (b / a) ε`. -/
def dlog (u : DualNumber ℝ) : DualNumber ℝ :=
  dual (Real.log u.fst) (u.snd / u.fst)

/-- Power rule, for positive real part `a`: `(a + b ε) ^ p = a ^ p + p a ^ (p - 1) b ε`. -/
def drpow (u : DualNumber ℝ) (p : ℝ) : DualNumber ℝ :=
  dual (u.fst ^ p) (p * u.fst ^ (p - 1) * u.snd)
```

Q: Now the formulas themselves.

A: `Expr` lists the allowed operations. Subtraction is addition after multiplying by $-1$, and division by a positive quantity is multiplication by its power $-1$. There is one variable, and there are no branches, loops or trigonometric functions.

```lean
/-- Formulas in one real variable, built from constants, sums, products, exponentials,
logarithms and powers with a fixed real exponent. -/
inductive Expr where
  | const (c : ℝ)
  | var
  | add (a b : Expr)
  | mul (a b : Expr)
  | exp (a : Expr)
  | log (a : Expr)
  | rpow (a : Expr) (p : ℝ)
```

`Expr.eval` gives the real function, `Expr.Admissible` is the positivity condition at a point, and `Expr.dualEval` runs the same formula on dual numbers.

```lean
/-- The real function described by a formula; logarithms and powers are meant for
positive arguments. -/
def Expr.eval : Expr → ℝ → ℝ
  | .const c => fun _ => c
  | .var => fun x => x
  | .add a b => fun x => a.eval x + b.eval x
  | .mul a b => fun x => a.eval x * b.eval x
  | .exp a => fun x => Real.exp (a.eval x)
  | .log a => fun x => Real.log (a.eval x)
  | .rpow a p => fun x => a.eval x ^ p

/-- A formula is admissible at `x` if every argument of a logarithm or a power in it
is positive there. -/
def Expr.Admissible : Expr → ℝ → Prop
  | .const _ => fun _ => True
  | .var => fun _ => True
  | .add a b => fun x => a.Admissible x ∧ b.Admissible x
  | .mul a b => fun x => a.Admissible x ∧ b.Admissible x
  | .exp a => fun x => a.Admissible x
  | .log a => fun x => 0 < a.eval x ∧ a.Admissible x
  | .rpow a _ => fun x => 0 < a.eval x ∧ a.Admissible x

/-- Forward-mode evaluation: the same formula, computed in dual-number arithmetic;
logarithms and powers are meant for arguments with positive real part. -/
def Expr.dualEval : Expr → DualNumber ℝ → DualNumber ℝ
  | .const c => fun _ => dual c 0
  | .var => fun u => u
  | .add a b => fun u => a.dualEval u + b.dualEval u
  | .mul a b => fun u => a.dualEval u * b.dualEval u
  | .exp a => fun u => dexp (a.dualEval u)
  | .log a => fun u => dlog (a.dualEval u)
  | .rpow a p => fun u => drpow (a.dualEval u) p
```

Q: What does the positivity condition stand for physically?

A: It keeps the evaluation away from points where a logarithm diverges or a fractional power may have a kink or infinite slope. For a density functional, it typically means staying in a region where the density is positive.

Q: If the rules are definitions, you could have defined the answer you wanted.

A: There are two safeguards. The first is that the log and power rules are tied to the exponential rule: for positive real part, exp undoes log, and the power is $e^{p \log u}$. The proof compares real parts and $\varepsilon$-parts separately, with `Real.exp_log` supplying $e^{\log a} = a$.

```lean
/-- The real part of `a + b ε` is `a` and its `ε`-part is `b`. -/
theorem dual_parts (a b : ℝ) : (dual a b).fst = a ∧ (dual a b).snd = b := by
  constructor <;> simp [dual]

/-- For a dual number with positive real part, the exponential rule undoes the logarithm
rule, and the power rule is `u ^ p = exp (p log u)`. -/
theorem dual_rules_consistent (u : DualNumber ℝ) (h : 0 < u.fst) :
    dexp (dlog u) = u ∧ ∀ p : ℝ, drpow u p = dexp (dual p 0 * dlog u) := by
  have h0 : u.fst ≠ 0 := h.ne'
  refine ⟨?_, fun p => ?_⟩
  · apply TrivSqZeroExt.ext
    · simp only [dexp, dlog, dual_parts, Real.exp_log h]
    · simp only [dexp, dlog, dual_parts, Real.exp_log h]
      field_simp
  · have e : Real.exp (p * Real.log u.fst) = u.fst ^ p := by
      rw [Real.rpow_def_of_pos h, mul_comm]
    apply TrivSqZeroExt.ext
    · simp only [drpow, dexp, dlog, dual_parts, TrivSqZeroExt.fst_mul, e]
    · simp only [drpow, dexp, dlog, dual_parts, TrivSqZeroExt.fst_mul,
        DualNumber.snd_mul, e, Real.rpow_sub_one h0]
      ring
```

The second safeguard is stronger. The derivative in the main result is Mathlib's analytic one, the limit of difference quotients, and no definition above mentions it. Before comparing with it, one needs to know that the real part of the dual evaluation is the ordinary value. That follows by induction on the formula, because no rule lets the $\varepsilon$-part leak into the real part.

```lean
/-- The real part of a dual-number evaluation is the ordinary value of the formula. -/
theorem Expr.dualEval_fst (e : Expr) (u : DualNumber ℝ) :
    (e.dualEval u).fst = e.eval u.fst := by
  induction e <;> simp_all [Expr.dualEval, Expr.eval, dexp, dlog, drpow, dual_parts]
```

Q: Where do the two notions of derivative meet?

A: In the next induction. `HasDerivAt e.eval d x` says that the function has derivative `d` at `x`, and here `d` is the $\varepsilon$-part of the evaluation at $x + \varepsilon$.

```lean
/-- At a point where the formula is admissible, the `ε`-part of its evaluation at `x + ε`
is its derivative at `x`. -/
theorem Expr.hasDerivAt_eval (e : Expr) (x : ℝ) (h : e.Admissible x) :
    HasDerivAt e.eval (e.dualEval (dual x 1)).snd x := by
  induction e with
  | const c =>
    refine (hasDerivAt_const x c).congr_deriv ?_
    simp only [Expr.dualEval, dual_parts]
  | var =>
    refine (hasDerivAt_id x).congr_deriv ?_
    simp only [Expr.dualEval, dual_parts]
  | add a b iha ihb =>
    obtain ⟨ha, hb⟩ := h
    exact (iha ha).fun_add (ihb hb)
  | mul a b iha ihb =>
    -- the product rule is multiplication with `ε * ε = 0`
    obtain ⟨ha, hb⟩ := h
    refine ((iha ha).fun_mul (ihb hb)).congr_deriv ?_
    simp only [Expr.dualEval, DualNumber.snd_mul, Expr.dualEval_fst, dual_parts]
    ring
  | exp a ih =>
    refine (ih h).exp.congr_deriv ?_
    simp only [Expr.dualEval, dexp, Expr.dualEval_fst, dual_parts]
  | log a ih =>
    -- positivity keeps the argument away from the singularity
    obtain ⟨hp, ha⟩ := h
    refine ((ih ha).log hp.ne').congr_deriv ?_
    simp only [Expr.dualEval, dlog, Expr.dualEval_fst, dual_parts]
  | rpow a p ih =>
    obtain ⟨hp, ha⟩ := h
    refine ((ih ha).rpow_const (Or.inl hp.ne')).congr_deriv ?_
    simp only [Expr.dualEval, drpow, Expr.dualEval_fst, dual_parts]
    ring
```

The proof turns on `congr_deriv`. It takes a proof that a function has derivative $d$, together with a proof that $d = d'$, and returns a proof that the function has derivative $d'$. In the product case Mathlib's rule `fun_mul` delivers $f'g + fg'$ in its own form. `congr_deriv` accepts that and leaves only an equation between real numbers: this expression equals the $\varepsilon$-part of a product of dual numbers. `DualNumber.snd_mul` expands that part, `Expr.dualEval_fst` turns its real parts into $f(x)$ and $g(x)$, and `ring` settles the order of terms. The analysis stays in Mathlib's differentiation rules and the algebra in the dual numbers. The exp, log and power cases have the same shape, and positivity is used in the last two, where it shows that the argument is nonzero.

Q: That is for seed 1. Your claim had a general $v$.

A: Each rule is linear in the $\varepsilon$-part, so a seed $v$ multiplies the output's $\varepsilon$-part by $v$. This is another induction, and it needs no positivity.

```lean
/-- The `ε`-part of the output is proportional to the `ε`-part `v` of the input. -/
theorem Expr.dualEval_snd_seed (e : Expr) (x v : ℝ) :
    (e.dualEval (dual x v)).snd = v * (e.dualEval (dual x 1)).snd := by
  induction e with
  | const c => simp [Expr.dualEval, dual_parts]
  | var => simp [Expr.dualEval, dual_parts]
  | add a b iha ihb =>
    simp only [Expr.dualEval, TrivSqZeroExt.snd_add, iha, ihb]
    ring
  | mul a b iha ihb =>
    simp only [Expr.dualEval, DualNumber.snd_mul, Expr.dualEval_fst, dual_parts, iha, ihb]
    ring
  | exp a ih =>
    simp only [Expr.dualEval, dexp, Expr.dualEval_fst, dual_parts, ih]
    ring
  | log a ih =>
    simp only [Expr.dualEval, dlog, Expr.dualEval_fst, dual_parts, ih]
    ring
  | rpow a p ih =>
    simp only [Expr.dualEval, drpow, Expr.dualEval_fst, dual_parts, ih]
    ring
```

Together these facts give the main theorem. It states differentiability separately because Mathlib's `deriv` is set to zero where no derivative exists.

```lean
/-- Exactness of forward-mode differentiation: if all arguments of logarithms and powers are
positive at `x`, the formula `f` is differentiable there and `f (x + v ε) = f x + v f' x ε`. -/
theorem Expr.dualEval_exact (e : Expr) (x v : ℝ) (h : e.Admissible x) :
    DifferentiableAt ℝ e.eval x ∧
      e.dualEval (dual x v) = dual (e.eval x) (v * deriv e.eval x) := by
  have hd := e.hasDerivAt_eval x h
  refine ⟨hd.differentiableAt, ?_⟩
  apply TrivSqZeroExt.ext
  · simp only [Expr.dualEval_fst, dual_parts]
  · simp only [dual_parts, hd.deriv]
    exact e.dualEval_snd_seed x v
```

Q: Would non-negative arguments be enough?

A: Not in general. The formula $(x\cdot x)^{1/2}$ is $|x|$. Its power argument is zero at $x = 0$, and the difference quotients there are $+1$ from the right and $-1$ from the left. The proof identifies the function with $|x|$ and cites Mathlib's result on the absolute value.

```lean
/-- The function described by the formula `(x * x) ^ (1/2)` is not differentiable at `x = 0`. -/
theorem positivity_needed :
    ¬ DifferentiableAt ℝ (Expr.rpow (.mul .var .var) (1 / 2)).eval 0 := by
  have h : (Expr.rpow (.mul .var .var) (1 / 2)).eval = fun x : ℝ => |x| := by
    funext x
    show (x * x) ^ (1 / 2 : ℝ) = |x|
    rw [← Real.sqrt_eq_rpow, Real.sqrt_mul_self_eq_abs]
  rw [h]
  exact not_differentiableAt_abs_zero
```

Positivity is still only a sufficient condition: $x^2$ written as a real power is differentiable at zero too.

Q: Let me see some physics, then. Local exchange?

A: The energy density is $-c\,n^{4/3}$, with $n$ the electron density. For the unpolarised uniform electron gas in atomic units, $c = \tfrac34(3/\pi)^{1/3}$; the theorem takes any real $c$. With seed 1 the power rule gives $n^{4/3} + \tfrac43 n^{1/3}\varepsilon$, and multiplying by $-c$ gives
$$-c\,n^{4/3} - \tfrac43 c\,n^{1/3}\,\varepsilon .$$

```lean
/-- The local exchange energy density `-c n^(4/3)` as a formula in the electron density `n`. -/
def exchangeDensity (c : ℝ) : Expr := .mul (.const (-c)) (.rpow .var (4 / 3))

/-- For `n > 0`, evaluating the formula `-c n^(4/3)` at `n + ε` returns its value with `ε`-part
`-(4/3) c n^(1/3)`, which is the derivative of `-c m^(4/3)` at `m = n`. -/
theorem exchange_potential (c n : ℝ) (hn : 0 < n) :
    (exchangeDensity c).dualEval (dual n 1) =
        dual (-c * n ^ (4 / 3 : ℝ)) (-(4 / 3) * c * n ^ (1 / 3 : ℝ)) ∧
      HasDerivAt (fun m : ℝ => -c * m ^ (4 / 3 : ℝ)) (-(4 / 3) * c * n ^ (1 / 3 : ℝ)) n := by
  have hp : (4 / 3 - 1 : ℝ) = 1 / 3 := by norm_num
  have hdual : (exchangeDensity c).dualEval (dual n 1) =
      dual (-c * n ^ (4 / 3 : ℝ)) (-(4 / 3) * c * n ^ (1 / 3 : ℝ)) := by
    apply TrivSqZeroExt.ext
    · simp only [exchangeDensity, Expr.dualEval, drpow, TrivSqZeroExt.fst_mul, dual_parts]
    · simp only [exchangeDensity, Expr.dualEval, drpow, DualNumber.snd_mul, dual_parts, hp]
      ring
  have h := (exchangeDensity c).hasDerivAt_eval n
    (by simp [exchangeDensity, Expr.Admissible, Expr.eval, hn])
  rw [hdual] at h
  simp only [dual_parts] at h
  exact ⟨hdual, h⟩
```

The first half of the theorem gives the output of the dual evaluation. The second half says, without reference to `Expr`, that the function $-c\,m^{4/3}$ has this derivative at $m = n > 0$. The proof computes the two parts, using $\tfrac43 - 1 = \tfrac13$, and then applies the general derivative theorem.

Q: But the exchange potential is a functional derivative.

A: For a local functional $\int -c\,n(\mathbf r)^{4/3}\,d\mathbf r$, the functional derivative at a point is the ordinary derivative of the integrand with respect to $n$. That reduction is the usual physics argument and enters here as an input; the theorem concerns the ordinary derivative.

Q: What would a program do with this?

A: It stores a pair (value, derivative) and overloads each operation on pairs. Take $c = 1$ and $n = 8$. The input is $(8, 1)$, the power turns it into $(16, 8/3)$, and multiplication by $(-1, 0)$ gives $(-16, -8/3)$. Energy density and potential come out of one pass, with no finite-difference step to choose. If $n$ depends on a parameter $\lambda$, the seed $dn/d\lambda$ gives the derivative with respect to $\lambda$. For electronic-structure codes, the result supports this kind of propagation for one-variable formulas over the real numbers; floating-point rounding is a separate matter.

Q: And helium?

A: Put both electrons in a 1s orbital with exponent $z$. In hartree, the kinetic energy is $z^2$, the nuclear attraction $-4z$ and the repulsion $5z/8$, so the energy is $z^2 - 27z/8$. The theorem starts from this polynomial. The dual evaluation is
$$(z+\varepsilon)^2 - \tfrac{27}{8}(z+\varepsilon) = z^2 - \tfrac{27}{8}z + \left(2z - \tfrac{27}{8}\right)\varepsilon,$$
and the slope vanishes exactly when $z = 27/16$. At the bare nuclear charge $z = 2$ the slope is $5/8$, so an optimiser lowers the exponent, which is the familiar screening.

```lean
/-- The helium variational energy `z^2 - 27 z / 8` as a formula in the orbital exponent `z`. -/
def heliumEnergy : Expr := .add (.mul .var .var) (.mul (.const (-(27 / 8))) .var)

/-- Evaluating the formula `z^2 - 27 z / 8` at `z + ε` returns its value with `ε`-part `2 z - 27/8`,
and this `ε`-part vanishes exactly at `z = 27/16`. -/
theorem helium_slope (z : ℝ) :
    heliumEnergy.dualEval (dual z 1) = dual (z ^ 2 - 27 * z / 8) (2 * z - 27 / 8) ∧
      ((heliumEnergy.dualEval (dual z 1)).snd = 0 ↔ z = 27 / 16) := by
  have hdual : heliumEnergy.dualEval (dual z 1) =
      dual (z ^ 2 - 27 * z / 8) (2 * z - 27 / 8) := by
    apply TrivSqZeroExt.ext
    · simp only [heliumEnergy, Expr.dualEval, TrivSqZeroExt.fst_add, TrivSqZeroExt.fst_mul,
        dual_parts]
      ring
    · simp only [heliumEnergy, Expr.dualEval, TrivSqZeroExt.snd_add, DualNumber.snd_mul,
        dual_parts]
      ring
  refine ⟨hdual, ?_⟩
  rw [hdual]
  simp only [dual_parts]
  constructor <;> intro h <;> linarith

end

end DualNumberDifferentiation
```

The proof again compares the two parts, and `linarith` solves the linear equation for $z$. The formula contains no logarithm or power node, so it is admissible at every $z$, and the main theorem identifies the $\varepsilon$-part with the derivative. That the stationary point is a minimum follows from the positive coefficient of $z^2$.

```lean
#print axioms DualNumberDifferentiation.Expr.dualEval_exact
#print axioms DualNumberDifferentiation.positivity_needed
#print axioms DualNumberDifferentiation.exchange_potential
#print axioms DualNumberDifferentiation.helium_slope
```

```
'DualNumberDifferentiation.Expr.dualEval_exact' depends on axioms: [propext, Classical.choice, Quot.sound]
'DualNumberDifferentiation.positivity_needed' depends on axioms: [propext, Classical.choice, Quot.sound]
'DualNumberDifferentiation.exchange_potential' depends on axioms: [propext, Classical.choice, Quot.sound]
'DualNumberDifferentiation.helium_slope' depends on axioms: [propext, Classical.choice, Quot.sound]
```
